# For an integrable perturbation, first-order box energies tend to its spatial average

Suppose the first-order shift of a high level in a one-dimensional box is computed by the trapezoidal rule on a uniform grid of N intervals. At level n = N every grid point is a node of the wavefunction, so the computed shift is zero for every potential that is finite at the grid points. Without knowing what the shift should approach, one could take that zero for a genuine cancellation of fast oscillations.

As n grows, the exact shift in fact approaches the average of the perturbation V, assumed integrable, over the box of length L > 0,

V̄ = (1/L) ∫₀ᴸ V(x) dx.

This is the classical value: a free particle bouncing between the walls moves at constant speed and spends equal times in equal lengths. For one non-interacting particle in a hard-walled box, it follows that the first-order correction to the gap between two levels tends to zero when both quantum numbers grow.

```lean
import Mathlib

open MeasureTheory Filter Topology
open scoped Real

namespace BoxFirstOrderEnergy

noncomputable section
```

## The unperturbed states and the shift

The stationary states are

ψₙ(x) = √(2/L) sin(nπx/L), n = 1, 2, 3, …

```lean
/-- The `n`-th stationary state of a particle in a box `[0, L]`, for `L > 0` and `n ≥ 1`. -/
def boxState (L : ℝ) (n : ℕ) (x : ℝ) : ℝ :=
  √(2 / L) * Real.sin (n * π * x / L)
```

In `boxState`, `n` is a natural number and may be 0, which gives the zero function and not a state. This has no effect on a limit at large n.

The first-order energy is the expectation value of V in the unperturbed state:

Eₙ⁽¹⁾ = ∫₀ᴸ ψₙ(x) V(x) ψₙ(x) dx.

```lean
/-- The first-order energy of level `n` in a box of length `L > 0`: the expectation value of the
perturbation `V` in the unperturbed state. -/
def firstOrderEnergy (V : ℝ → ℝ) (L : ℝ) (n : ℕ) : ℝ :=
  ∫ x in (0 : ℝ)..L, boxState L n x * V x * boxState L n x
```

Here `V` is a real function on the whole line, but the integral sees only its values in the box. The formula enters as a definition. That it gives the change of the true energy level to first order in a weak perturbation is the step from this model to a real system, and it is taken from perturbation theory.

Differentiating ψₙ twice turns the sine into a cosine and back, with a factor nπ/L each time and one change of sign:

−ψₙ″(x) = (nπ/L)² ψₙ(x).

```lean
/-- In units where `ħ² / 2m = 1`, the box state solves the free Schrödinger equation with energy
`(nπ/L)²`. -/
theorem boxState_schroedinger (L : ℝ) (n : ℕ) (x : ℝ) :
    -deriv (deriv (boxState L n)) x = (n * π / L) ^ 2 * boxState L n x := by
  have h1 : ∀ y : ℝ, HasDerivAt (fun z : ℝ => n * π * z / L) (n * π / L) y := fun y =>
    (((hasDerivAt_id' y).const_mul ((n : ℝ) * π)).div_const L).congr_deriv (by ring)
  have h2 : ∀ y : ℝ, HasDerivAt (boxState L n)
      (√(2 / L) * (Real.cos (n * π * y / L) * (n * π / L))) y := fun y =>
    (h1 y).sin.const_mul _
  have h3 : HasDerivAt (fun y : ℝ => √(2 / L) * (Real.cos (n * π * y / L) * (n * π / L)))
      (√(2 / L) * (-Real.sin (n * π * x / L) * (n * π / L) * (n * π / L))) x :=
    ((h1 x).cos.mul_const _).const_mul _
  have hd : deriv (boxState L n) =
      fun y : ℝ => √(2 / L) * (Real.cos (n * π * y / L) * (n * π / L)) :=
    funext fun y => (h2 y).deriv
  rw [hd, h3.deriv, boxState]
  ring
```

The units are those with ħ²/2m = 1. In the proof `h2` and `h3` are the two derivatives.

At the walls, sin 0 = 0 and sin(nπ) = 0, so ψₙ(0) = ψₙ(L) = 0.

```lean
/-- The box state vanishes at both walls of a box of length `L > 0`. -/
theorem boxState_walls {L : ℝ} (hL : 0 < L) (n : ℕ) :
    boxState L n 0 = 0 ∧ boxState L n L = 0 := by
  constructor
  · simp [boxState]
  · rw [boxState, mul_div_assoc, div_self hL.ne', mul_one, Real.sin_nat_mul_pi, mul_zero]
```

## Splitting off the average

The half-angle formula sin²θ = (1 − cos 2θ)/2 gives the probability density

ψₙ(x)² = (1/L) [1 − cos(2πnx/L)].

Multiplying by V and integrating,

Eₙ⁽¹⁾ = V̄ − Iₙ/L, where Iₙ = ∫₀ᴸ V(x) cos(2πnx/L) dx.

```lean
/-- For an integrable potential in a box of length `L > 0`, the first-order energy is the classical
average of `V` minus an oscillating part, the average of `V` against `cos (2πnx/L)`. -/
theorem firstOrderEnergy_eq {V : ℝ → ℝ} {L : ℝ} (hL : 0 < L)
    (hV : IntervalIntegrable V volume 0 L) (n : ℕ) :
    firstOrderEnergy V L n = (∫ x in (0 : ℝ)..L, V x) / L
      - (∫ x in (0 : ℝ)..L, V x * Real.cos (2 * π * n * x / L)) / L := by
  -- the half-angle formula for the probability density
  have hpt : ∀ x, boxState L n x * V x * boxState L n x
      = V x / L - V x * Real.cos (2 * π * n * x / L) / L := by
    intro x
    have hs : √(2 / L) ^ 2 = 2 / L := Real.sq_sqrt (by positivity)
    have ht : Real.sin (n * π * x / L) ^ 2 = 1 / 2 - Real.cos (2 * π * n * x / L) / 2 := by
      rw [Real.sin_sq_eq_half_sub,
        show 2 * (n * π * x / L) = 2 * π * n * x / L by ring]
    unfold boxState
    calc _ = √(2 / L) ^ 2 * Real.sin (n * π * x / L) ^ 2 * V x := by ring
      _ = _ := by rw [hs, ht]; ring
  have hc : IntervalIntegrable (fun x => V x * Real.cos (2 * π * n * x / L)) volume 0 L :=
    hV.mul_continuousOn (by fun_prop)
  unfold firstOrderEnergy
  simp_rw [hpt]
  rw [intervalIntegral.integral_sub (hV.div_const L) (hc.div_const L),
    intervalIntegral.integral_div, intervalIntegral.integral_div]
```

The hypothesis `IntervalIntegrable V volume 0 L` says that V is Lebesgue integrable over the box, so jumps and integrable singularities are allowed. The pointwise identity is `hpt`; `hc` supplies the integrability of the cosine term, which lets the integral be split in two.

## The oscillating part vanishes

Let V_box equal V inside the box and zero outside. Its Fourier transform at frequency k is

F(k) = ∫ V_box(x) exp(−2πikx) dx,

and the Riemann-Lebesgue lemma says that F(k) → 0 as |k| → ∞. To see this by hand, approximate V_box by a step function s with ∫|V_box − s| dx < ε. On each step the exponential integrates to a term of order 1/k, and the remainder contributes less than ε at every k. Setting k = n/L and taking the real part,

Iₙ = Re F(n/L) → 0.

```lean
/-- The integral of `V x * cos (2πnx/L)` over the box tends to zero as `n` grows, for every
integrable potential in a box of length `L > 0`. -/
theorem oscillating_part_tendsto {V : ℝ → ℝ} {L : ℝ} (hL : 0 < L)
    (hV : IntervalIntegrable V volume 0 L) :
    Tendsto (fun n : ℕ => ∫ x in (0 : ℝ)..L, V x * Real.cos (2 * π * n * x / L))
      atTop (𝓝 0) := by
  have hfreq : Tendsto (fun n : ℕ => (n : ℝ) / L) atTop (cocompact ℝ) :=
    (tendsto_natCast_atTop_atTop.atTop_div_const hL).mono_right atTop_le_cocompact
  -- Riemann-Lebesgue lemma for the potential cut off outside the box
  have h := (Real.tendsto_integral_exp_smul_cocompact
    (Set.indicator (Set.Ioc 0 L) (fun x => (V x : ℂ)))).comp hfreq
  have hre := (Complex.continuous_re.tendsto 0).comp h
  rw [Complex.zero_re] at hre
  refine hre.congr fun n => ?_
  have hVc : IntervalIntegrable (fun x => (V x : ℂ)) volume 0 L :=
    ⟨Complex.ofRealCLM.integrable_comp hV.1, Complex.ofRealCLM.integrable_comp hV.2⟩
  have hint : IntervalIntegrable (fun x : ℝ =>
      Complex.exp (((2 * π * (-(x * ((n : ℝ) / L))) : ℝ) : ℂ) * Complex.I) * (V x : ℂ))
      volume 0 L := hVc.continuousOn_mul (by fun_prop)
  have hset : (∫ v : ℝ, Real.fourierChar (-(v * ((n : ℝ) / L))) •
      Set.indicator (Set.Ioc 0 L) (fun x => (V x : ℂ)) v) = ∫ x in (0 : ℝ)..L,
      Complex.exp (((2 * π * (-(x * ((n : ℝ) / L))) : ℝ) : ℂ) * Complex.I) * (V x : ℂ) := by
    rw [intervalIntegral.integral_of_le hL.le, ← integral_indicator measurableSet_Ioc]
    congr 1
    funext v
    by_cases hv : v ∈ Set.Ioc 0 L
    · simp only [Set.indicator_of_mem hv, Circle.smul_def, Real.fourierChar_apply, smul_eq_mul]
    · simp only [Set.indicator_of_notMem hv, smul_zero]
  simp only [Function.comp_apply]
  -- the real part of the Fourier integral is the cosine integral
  rw [hset, ← Complex.reCLM_apply, ← Complex.reCLM.intervalIntegral_comp_comm hint]
  refine intervalIntegral.integral_congr fun x _ => ?_
  change (Complex.exp (((2 * π * (-(x * ((n : ℝ) / L))) : ℝ) : ℂ) * Complex.I) * (V x : ℂ)).re
    = V x * Real.cos (2 * π * n * x / L)
  rw [Complex.re_mul_ofReal, Complex.exp_ofReal_mul_I_re,
    show 2 * π * (-(x * ((n : ℝ) / L))) = -(2 * π * n * x / L) by ring, Real.cos_neg, mul_comm]
```

The lemma itself comes from Mathlib, where the filter `cocompact ℝ` expresses |k| → ∞. `Set.indicator` does the cutting off, `hfreq` states that n/L leaves every bounded region, and `hset` rewrites the integral over the line as one over the box. The remaining lines identify its real part with the cosine integral.

Substituting Iₙ → 0 into the split form gives

Eₙ⁽¹⁾ = V̄ − Iₙ/L → V̄.

```lean
/-- For every integrable potential in a box of length `L > 0`, the first-order energies tend to
the classical average of the potential as the quantum number grows. -/
theorem firstOrderEnergy_tendsto_average {V : ℝ → ℝ} {L : ℝ} (hL : 0 < L)
    (hV : IntervalIntegrable V volume 0 L) :
    Tendsto (firstOrderEnergy V L) atTop (𝓝 ((∫ x in (0 : ℝ)..L, V x) / L)) := by
  have h := ((oscillating_part_tendsto hL hV).div_const L).const_sub
    ((∫ x in (0 : ℝ)..L, V x) / L)
  rw [zero_div, sub_zero] at h
  exact h.congr fun n => (firstOrderEnergy_eq hL hV n).symm
```

`Tendsto … atTop (𝓝 …)` is the ordinary limit n → ∞.

For L = 1 the squared prefactor is (√2)² = 2. A potential continuous on [0, 1] is integrable there, so

2 ∫₀¹ V(x) sin²(nπx) dx → ∫₀¹ V(x) dx.

```lean
/-- In the unit box, for a potential continuous on `[0, 1]`, the first-order energies
`2 ∫ V sin² (nπx)` tend to the plain average of `V`. -/
theorem unit_box_tendsto_average {V : ℝ → ℝ} (hV : ContinuousOn V (Set.Icc 0 1)) :
    Tendsto (fun n : ℕ => 2 * ∫ x in (0 : ℝ)..1, V x * Real.sin (n * π * x) ^ 2)
      atTop (𝓝 (∫ x in (0 : ℝ)..1, V x)) := by
  have hVi : IntervalIntegrable V volume 0 1 :=
    ContinuousOn.intervalIntegrable (by rwa [Set.uIcc_of_le zero_le_one])
  have h := firstOrderEnergy_tendsto_average one_pos hVi
  rw [div_one] at h
  refine h.congr fun n => ?_
  have hs : √(2 : ℝ) ^ 2 = 2 := Real.sq_sqrt (by norm_num)
  rw [← intervalIntegral.integral_const_mul]
  simp only [firstOrderEnergy, boxState, div_one]
  refine intervalIntegral.integral_congr fun x _ => ?_
  linear_combination (V x * Real.sin (n * π * x) ^ 2) * hs
```

## How fast the limit is reached

The limit alone gives no rate. If V has an integrable derivative V′, set κ = 2πn/L with n ≥ 1 and integrate by parts:

Iₙ = [V(x) sin(κx)/κ]₀ᴸ − (1/κ) ∫₀ᴸ V′(x) sin(κx) dx.

The boundary term vanishes because sin 0 = sin(2πn) = 0, which leaves

Iₙ = −(L/2πn) ∫₀ᴸ V′(x) sin(2πnx/L) dx.

```lean
/-- For `L > 0`, `n ≥ 1` and a potential differentiable on `[0, L]` with integrable slope,
integration by parts turns the integral of `V x * cos (2πnx/L)` over the box into the integral of
`V' x * sin (2πnx/L)` with the prefactor `-L / (2πn)`. -/
theorem oscillating_part_by_parts {V V' : ℝ → ℝ} {L : ℝ} (hL : 0 < L) {n : ℕ} (hn : 0 < n)
    (hd : ∀ x ∈ Set.Icc 0 L, HasDerivAt V (V' x) x)
    (hV' : IntervalIntegrable V' volume 0 L) :
    ∫ x in (0 : ℝ)..L, V x * Real.cos (2 * π * n * x / L)
      = -(L / (2 * π * n) * ∫ x in (0 : ℝ)..L, V' x * Real.sin (2 * π * n * x / L)) := by
  have hn' : (0 : ℝ) < n := Nat.cast_pos.mpr hn
  have hk : 2 * π * n / L * (L / (2 * π * n)) = 1 := by
    have := Real.pi_pos
    field_simp
  have hv : ∀ x : ℝ, HasDerivAt
      (fun y : ℝ => Real.sin (2 * π * n * y / L) * (L / (2 * π * n)))
      (Real.cos (2 * π * n * x / L)) x := by
    intro x
    have h1 : HasDerivAt (fun z : ℝ => 2 * π * n * z / L) (2 * π * n / L) x :=
      (((hasDerivAt_id' x).const_mul (2 * π * (n : ℝ))).div_const L).congr_deriv (by ring)
    exact (h1.sin.mul_const _).congr_deriv (by rw [mul_assoc, hk, mul_one])
  have hcos : IntervalIntegrable (fun x : ℝ => Real.cos (2 * π * n * x / L)) volume 0 L :=
    Continuous.intervalIntegrable (by fun_prop) _ _
  have hparts := intervalIntegral.integral_mul_deriv_eq_deriv_mul
    (fun x hx => hd x (by rwa [Set.uIcc_of_le hL.le] at hx)) (fun x _ => hv x) hV' hcos
  -- the sine vanishes at the wall `x = L`
  have hwall : Real.sin (2 * π * n * L / L) = 0 := by
    rw [mul_div_assoc, div_self hL.ne',
      show 2 * π * (n : ℝ) * 1 = ((2 * n : ℕ) : ℝ) * π by push_cast; ring]
    exact Real.sin_nat_mul_pi _
  rw [hparts, hwall, mul_zero, zero_div, Real.sin_zero, ← intervalIntegral.integral_const_mul]
  simp only [zero_mul, mul_zero, sub_zero, zero_sub]
  congr 1
  refine intervalIntegral.integral_congr fun x _ => ?_
  ring
```

In Lean `V'` is a separate function, tied to `V` by the hypothesis `hd`. That hypothesis asks for a two-sided derivative at every point of the closed box, so at the walls it also involves values of `V` just outside. The antiderivative of the cosine is `hv`, and `hwall` removes the boundary term at x = L.

The constant potential V = 1 has V′ = 0, hence Iₙ = 0 and V̄ = 1. Its first-order energy is the norm integral, so for n ≥ 1

∫₀ᴸ ψₙ(x)² dx = Eₙ⁽¹⁾ = 1.

```lean
/-- In a box of length `L > 0`, the box states with `n ≥ 1` are normalised. -/
theorem boxState_normalised {L : ℝ} (hL : 0 < L) {n : ℕ} (hn : 0 < n) :
    ∫ x in (0 : ℝ)..L, boxState L n x ^ 2 = 1 := by
  have h := firstOrderEnergy_eq (V := fun _ => 1) hL (continuous_const.intervalIntegrable _ _) n
  have hp := oscillating_part_by_parts (V := fun _ => 1) (V' := fun _ => 0) hL hn
    (fun x _ => hasDerivAt_const x 1) (continuous_const.intervalIntegrable _ _)
  calc ∫ x in (0 : ℝ)..L, boxState L n x ^ 2 = firstOrderEnergy (fun _ => 1) L n := by
        simp only [firstOrderEnergy, mul_one, sq]
    _ = 1 := by
        rw [h, hp]
        simp [hL.ne']
```

For general differentiable V with integrable slope, inserting the integrated-by-parts form of Iₙ into Eₙ⁽¹⁾ = V̄ − Iₙ/L gives

Eₙ⁽¹⁾ − V̄ = (1/2πn) ∫₀ᴸ V′(x) sin(2πnx/L) dx.

Since |sin| ≤ 1,

|Eₙ⁽¹⁾ − V̄| ≤ (1/2πn) ∫₀ᴸ |V′(x)| dx.

```lean
/-- For `L > 0`, `n ≥ 1` and a potential differentiable on `[0, L]` with integrable slope, the
first-order energy differs from the classical average by at most `∫ |V'| / (2πn)`. -/
theorem firstOrderEnergy_rate {V V' : ℝ → ℝ} {L : ℝ} (hL : 0 < L) {n : ℕ} (hn : 0 < n)
    (hd : ∀ x ∈ Set.Icc 0 L, HasDerivAt V (V' x) x)
    (hV' : IntervalIntegrable V' volume 0 L) :
    |firstOrderEnergy V L n - (∫ x in (0 : ℝ)..L, V x) / L|
      ≤ (∫ x in (0 : ℝ)..L, |V' x|) / (2 * π * n) := by
  have hn' : (0 : ℝ) < n := Nat.cast_pos.mpr hn
  have hpos : 0 < 2 * π * (n : ℝ) := by positivity
  have hVi : IntervalIntegrable V volume 0 L := ContinuousOn.intervalIntegrable (by
    rw [Set.uIcc_of_le hL.le]
    exact fun x hx => (hd x hx).continuousAt.continuousWithinAt)
  have hsin : IntervalIntegrable (fun x => V' x * Real.sin (2 * π * n * x / L)) volume 0 L :=
    hV'.mul_continuousOn (by fun_prop)
  have hbound : |∫ x in (0 : ℝ)..L, V' x * Real.sin (2 * π * n * x / L)|
      ≤ ∫ x in (0 : ℝ)..L, |V' x| := by
    refine (intervalIntegral.abs_integral_le_integral_abs hL.le).trans ?_
    refine intervalIntegral.integral_mono_on hL.le hsin.abs hV'.abs fun x _ => ?_
    rw [abs_mul]
    exact mul_le_of_le_one_right (abs_nonneg _) (Real.abs_sin_le_one _)
  have key : firstOrderEnergy V L n - (∫ x in (0 : ℝ)..L, V x) / L
      = (∫ x in (0 : ℝ)..L, V' x * Real.sin (2 * π * n * x / L)) / (2 * π * n) := by
    rw [firstOrderEnergy_eq hL hVi, oscillating_part_by_parts hL hn hd hV']
    linear_combination ((∫ x in (0 : ℝ)..L, V' x * Real.sin (2 * π * n * x / L))
      / (2 * π * n)) * mul_inv_cancel₀ hL.ne'
  rw [key, abs_div, abs_of_pos hpos]
  gcongr

end

end BoxFirstOrderEnergy
```

The exact difference is `key` and the estimate of the sine integral is `hbound`. The bound holds at every level from n = 1 upwards. It is not the true rate: V′ is integrable, so by the Riemann-Lebesgue lemma the sine integral itself tends to zero, and the difference falls faster than 1/n. For such a potential it limits how far a correctly computed shift can lie from V̄, and so can expose the false zero of the coarse grid when |V̄| exceeds the bound.

```lean
#print axioms BoxFirstOrderEnergy.firstOrderEnergy_tendsto_average
-- 'BoxFirstOrderEnergy.firstOrderEnergy_tendsto_average' depends on axioms: [propext, Classical.choice, Quot.sound]
#print axioms BoxFirstOrderEnergy.unit_box_tendsto_average
-- 'BoxFirstOrderEnergy.unit_box_tendsto_average' depends on axioms: [propext, Classical.choice, Quot.sound]
#print axioms BoxFirstOrderEnergy.boxState_normalised
-- 'BoxFirstOrderEnergy.boxState_normalised' depends on axioms: [propext, Classical.choice, Quot.sound]
#print axioms BoxFirstOrderEnergy.firstOrderEnergy_rate
-- 'BoxFirstOrderEnergy.firstOrderEnergy_rate' depends on axioms: [propext, Classical.choice, Quot.sound]
```
